# With the rest energy subtracted, a free Dirac matrix with n large and m small functions has at least n − m zero modes

## Spurious relative to what?

Let energies be measured from the electron's rest energy. A vector that the free Dirac matrix then sends to zero is not spurious in itself. It becomes spurious when the state should have had kinetic energy and the basis fails to supply it. The formal statement therefore uses two small bases: a reference set, in which every nonzero large component has positive kinetic energy, and a subset of it that is actually kept. A spurious state is a zero mode for the subset whose kinetic energy in the reference set is positive.

## The matrix and its kinetic energy

Take n orthonormal large functions and m orthonormal small functions, in units where the electron mass and ħ are 1, and let c be the speed of light. Let the complex n×m matrix B hold the matrix elements of σ·p between them, where σ stands for the Pauli matrices and p for the momentum. With the rest energy subtracted and no potential, the Dirac matrix is

D = [[0, cB], [cB†, −2c²]].

It acts on pairs (a, b) of a large and a small component. The kinetic energy that the small functions resolve is

T_B(a) = ½ a†BB†a.

This is ½p² with the small basis inserted between the two factors σ·p. For a†a = 1 it is an expectation value; otherwise one divides by a†a, which does not affect whether it is zero or positive.

The result bears on the choice of small-component basis in four-component electronic-structure calculations, here for a free particle in a finite orthonormal basis.

## What is stated

In Lean, `n`, `m` and `k` are finite index types, and their sizes are the numbers of functions. `freeDirac c B` is D, `Bᴴ` is B†, `Sum.elim a b` is the pair (a, b), and `largeOnly` maps a to (a, 0). `kineticEnergy` takes the real part of a number that is real anyway.

For every real c ≠ 0:

- `ker_freeDirac`: the kernel of D is the set of (a, 0) with B†a = 0.
- `finrank_ker_add_rank`: dim ker D + rank B = n.
- `card_le_finrank_ker_add_card`: n ≤ dim ker D + m. This is the bound of the title, written without subtraction of natural numbers.
- `ker_eq_bot_iff`: D has no zero modes exactly when rank B = n. Having m ≥ n is thus necessary but not sufficient.

The last theorem, `exists_spurious_state`, takes a coupling matrix P to a reference set `k` and a subset `s` with fewer than n functions. Its hypothesis `hP` says that T_P(a) > 0 for every a ≠ 0. This stands for the fact that a nonzero square-integrable function on all of space has positive kinetic energy, together with a reference set rich enough to show it. In a periodic cell the constant function has none, so a large basis that contains it does not meet the hypothesis. The condition is assumed of P and not derived from particular basis functions. The conclusion is that some a ≠ 0 gives a zero mode (a, 0) of the truncated matrix, with zero kinetic energy there and positive kinetic energy in the reference set.

## Derivation

Moving one factor B to the left gives

T_B(a) = ½ (B†a)†(B†a) = ½ Σ_μ |(B†a)_μ|².

A sum of squares vanishes only if each term does, so T_B(a) = 0 exactly when B†a = 0.

Now let D(a, b) = 0. The two rows are

cBb = 0,
cB†a − 2c²b = 0.

Dividing by c gives Bb = 0 and B†a = 2cb. Hence

BB†a = 2cBb = 0,

so T_B(a) = 0 and therefore B†a = 0. Then 2cb = 0, and b = 0. Conversely, if B†a = 0 and b = 0, both rows vanish.

The kernel of D thus has the dimension of ker B†. Rank–nullity for B†, which acts on n-component vectors, and rank B† = rank B give

dim ker D = n − rank B.

Since rank B ≤ m, this is at least n − m, and it is zero exactly when rank B = n.

For the truncation, let P_s consist of the columns of P that belong to s. Its rank is at most |s| < n, so the truncated matrix has a nonzero zero mode (a, 0) with P_s†a = 0. Its kinetic energy in the kept basis is zero, while T_P(a) > 0 by hypothesis. All of that energy sits in the discarded functions:

T_P(a) = ½ Σ_{μ∉s} |(P†a)_μ|².

## A reference set that is itself too small

Without any condition on P the last theorem fails. Take two large functions, one reference function, P = (1, 0)ᵀ, and keep that one function. Then |s| = 1 < 2, and the zero modes have a proportional to (0, 1). But T_P(a) = ½|a₁|² vanishes for them as well, so truncation has hidden nothing. The example shows that some condition on P is needed, though not that it must be positivity for every nonzero a.

## The Lean file

```lean
import Mathlib

open Matrix
open scoped ComplexOrder

namespace DiracSmallBasisKernel

noncomputable section

variable {n m k : Type*} [Fintype n] [Fintype m] [Fintype k] [DecidableEq m] [DecidableEq k]

/-- The free Dirac matrix, with the rest energy subtracted, in orthonormal large functions `n`
and small functions `m` coupled by `B`. -/
def freeDirac (c : ℝ) (B : Matrix n m ℂ) : Matrix (n ⊕ m) (n ⊕ m) ℂ :=
  fromBlocks 0 ((c : ℂ) • B) ((c : ℂ) • Bᴴ) ((-(2 * (c : ℂ) ^ 2)) • (1 : Matrix m m ℂ))

/-- The kinetic energy `a† B B† a / 2` of the large component `a`, as resolved by the small
functions that `B` couples to. -/
def kineticEnergy (B : Matrix n m ℂ) (a : n → ℂ) : ℝ :=
  (star a ⬝ᵥ (B * Bᴴ) *ᵥ a).re / 2

/-- The embedding of a large component `a` as the two-component state `(a, 0)`. -/
def largeOnly : (n → ℂ) →ₗ[ℂ] (n ⊕ m → ℂ) where
  toFun a := Sum.elim a 0
  map_add' a b := by ext (i | i) <;> simp
  map_smul' r a := by ext (i | i) <;> simp

/-- The coupling matrix that remains when only the small functions in `s` are kept. -/
def truncate (P : Matrix n k ℂ) (s : Finset k) : Matrix n s ℂ :=
  P.submatrix id Subtype.val

omit [DecidableEq m] in
/-- The kinetic energy is half the squared norm of `B† a`. -/
theorem kineticEnergy_eq_sum (B : Matrix n m ℂ) (a : n → ℂ) :
    kineticEnergy B a = (∑ μ, ‖(Bᴴ *ᵥ a) μ‖ ^ 2) / 2 := by
  have h : star a ⬝ᵥ (B * Bᴴ) *ᵥ a = star (Bᴴ *ᵥ a) ⬝ᵥ (Bᴴ *ᵥ a) := by
    rw [star_mulVec, conjTranspose_conjTranspose, ← mulVec_mulVec,
      dotProduct_mulVec (star a) B]
  have hz : ∀ z : ℂ, (star z * z).re = ‖z‖ ^ 2 := by
    intro z
    rw [Complex.sq_norm, Complex.normSq_apply]
    simp [Complex.mul_re]
  unfold kineticEnergy
  rw [h]
  simp only [dotProduct, Pi.star_apply, Complex.re_sum, hz]

omit [DecidableEq m] in
/-- A large component has no kinetic energy exactly when `B† a = 0`. -/
theorem kineticEnergy_eq_zero_iff (B : Matrix n m ℂ) (a : n → ℂ) :
    kineticEnergy B a = 0 ↔ Bᴴ *ᵥ a = 0 := by
  rw [kineticEnergy_eq_sum]
  constructor
  · intro h
    have h0 : ∑ μ, ‖(Bᴴ *ᵥ a) μ‖ ^ 2 = 0 := by linarith
    rw [Finset.sum_eq_zero_iff_of_nonneg (fun _ _ => sq_nonneg _)] at h0
    funext μ
    exact norm_eq_zero.mp ((pow_eq_zero_iff two_ne_zero).mp (h0 μ (Finset.mem_univ μ)))
  · intro h
    simp [h]

/-- For `c ≠ 0`, the state `(a, b)` is a zero mode of the free Dirac matrix exactly when
`B† a = 0` and the small component `b` vanishes. -/
theorem freeDirac_mulVec_eq_zero_iff {c : ℝ} (hc : c ≠ 0) (B : Matrix n m ℂ)
    (a : n → ℂ) (b : m → ℂ) :
    freeDirac c B *ᵥ Sum.elim a b = 0 ↔ Bᴴ *ᵥ a = 0 ∧ b = 0 := by
  have hc' : (c : ℂ) ≠ 0 := Complex.ofReal_ne_zero.mpr hc
  unfold freeDirac
  rw [fromBlocks_mulVec]
  constructor
  · intro h
    -- the upper row
    have h1 : B *ᵥ b = 0 := by
      funext i
      have := congrFun h (Sum.inl i)
      simpa [smul_mulVec, hc] using this
    -- the lower row expresses the small component through the large one
    have h2 : Bᴴ *ᵥ a = (2 * (c : ℂ)) • b := by
      funext μ
      have := congrFun h (Sum.inr μ)
      simp only [Sum.elim_inr, Pi.add_apply, Pi.smul_apply, Pi.zero_apply, smul_mulVec,
        one_mulVec, smul_eq_mul, Sum.elim_comp_inl, Sum.elim_comp_inr] at this
      apply mul_left_cancel₀ hc'
      simp only [Pi.smul_apply, smul_eq_mul]
      linear_combination this
    -- together they leave no kinetic energy
    have h3 : Bᴴ *ᵥ a = 0 := by
      rw [← kineticEnergy_eq_zero_iff]
      unfold kineticEnergy
      rw [← mulVec_mulVec, h2, mulVec_smul, h1]
      simp
    refine ⟨h3, ?_⟩
    rw [h3] at h2
    exact (smul_eq_zero.mp h2.symm).resolve_left (mul_ne_zero two_ne_zero hc')
  · rintro ⟨h, rfl⟩
    ext (i | μ) <;> simp [smul_mulVec, h]

/-- For `c ≠ 0`, the kernel of the free Dirac matrix is exactly the set of states `(a, 0)`
with `B† a = 0`. -/
theorem ker_freeDirac {c : ℝ} (hc : c ≠ 0) (B : Matrix n m ℂ) :
    LinearMap.ker (freeDirac c B).mulVecLin =
      (LinearMap.ker Bᴴ.mulVecLin).map largeOnly := by
  ext x
  constructor
  · intro hx
    have h : freeDirac c B *ᵥ Sum.elim (x ∘ Sum.inl) (x ∘ Sum.inr) = 0 := by
      rw [Sum.elim_comp_inl_inr]
      exact hx
    obtain ⟨ha, hb⟩ := (freeDirac_mulVec_eq_zero_iff hc B _ _).mp h
    refine ⟨x ∘ Sum.inl, ha, ?_⟩
    change Sum.elim (x ∘ Sum.inl) 0 = x
    rw [← hb, Sum.elim_comp_inl_inr]
  · rintro ⟨a, ha, rfl⟩
    exact (freeDirac_mulVec_eq_zero_iff hc B a 0).mpr ⟨ha, rfl⟩

/-- For `c ≠ 0`, the number of independent zero modes and the rank of `B` add up to the number
of large functions. -/
theorem finrank_ker_add_rank {c : ℝ} (hc : c ≠ 0) (B : Matrix n m ℂ) :
    Module.finrank ℂ (LinearMap.ker (freeDirac c B).mulVecLin) + B.rank = Fintype.card n := by
  have hinj : Function.Injective (largeOnly : (n → ℂ) →ₗ[ℂ] (n ⊕ m → ℂ)) := by
    intro a b h
    funext i
    exact congrFun h (Sum.inl i)
  have he := (Submodule.equivMapOfInjective _ hinj (LinearMap.ker Bᴴ.mulVecLin)).finrank_eq
  -- rank-nullity for the adjoint coupling
  have hr := LinearMap.finrank_range_add_finrank_ker Bᴴ.mulVecLin
  rw [Module.finrank_fintype_fun_eq_card] at hr
  have hB : Module.finrank ℂ (LinearMap.range Bᴴ.mulVecLin) = B.rank := rank_conjTranspose B
  rw [ker_freeDirac hc, ← he]
  omega

/-- For `c ≠ 0`, the number of large functions exceeds the number of small functions by at most
the number of independent zero modes. -/
theorem card_le_finrank_ker_add_card {c : ℝ} (hc : c ≠ 0) (B : Matrix n m ℂ) :
    Fintype.card n ≤
      Module.finrank ℂ (LinearMap.ker (freeDirac c B).mulVecLin) + Fintype.card m := by
  have h := finrank_ker_add_rank hc B
  have hw := B.rank_le_card_width
  omega

/-- For `c ≠ 0`, the free Dirac matrix has no zero modes exactly when the rank of `B` equals the
number of large functions. -/
theorem ker_eq_bot_iff {c : ℝ} (hc : c ≠ 0) (B : Matrix n m ℂ) :
    LinearMap.ker (freeDirac c B).mulVecLin = ⊥ ↔ B.rank = Fintype.card n := by
  have h := finrank_ker_add_rank hc B
  rw [← Submodule.finrank_eq_zero (R := ℂ)]
  omega

/-- Let every nonzero large component have kinetic energy in a reference small basis, and let
`c ≠ 0`. If fewer small functions than large ones are kept, some nonzero `(a, 0)` is a zero mode
without kinetic energy in the truncated basis, though its reference kinetic energy is positive. -/
theorem exists_spurious_state {c : ℝ} (hc : c ≠ 0) (P : Matrix n k ℂ)
    (hP : ∀ a : n → ℂ, a ≠ 0 → 0 < kineticEnergy P a)
    (s : Finset k) (hs : s.card < Fintype.card n) :
    ∃ a : n → ℂ, a ≠ 0 ∧ freeDirac c (truncate P s) *ᵥ Sum.elim a 0 = 0 ∧
      kineticEnergy (truncate P s) a = 0 ∧ 0 < kineticEnergy P a := by
  -- too few small functions: the kernel cannot be trivial
  have hne : LinearMap.ker (freeDirac c (truncate P s)).mulVecLin ≠ ⊥ := by
    intro h
    have hr := (ker_eq_bot_iff hc _).mp h
    have hw := (truncate P s).rank_le_card_width
    rw [Fintype.card_coe] at hw
    omega
  obtain ⟨x, hx, hx0⟩ := Submodule.exists_mem_ne_zero_of_ne_bot hne
  rw [ker_freeDirac hc] at hx
  obtain ⟨a, ha, rfl⟩ := hx
  have ha0 : a ≠ 0 := by
    rintro rfl
    exact hx0 (map_zero _)
  exact ⟨a, ha0, (freeDirac_mulVec_eq_zero_iff hc _ a 0).mpr ⟨ha, rfl⟩,
    (kineticEnergy_eq_zero_iff _ a).mpr ha, hP a ha0⟩

end

end DiracSmallBasisKernel
```

```lean
#print axioms DiracSmallBasisKernel.freeDirac_mulVec_eq_zero_iff
#print axioms DiracSmallBasisKernel.card_le_finrank_ker_add_card
#print axioms DiracSmallBasisKernel.exists_spurious_state
```

```
'DiracSmallBasisKernel.freeDirac_mulVec_eq_zero_iff' depends on axioms: [propext, Classical.choice, Quot.sound]
'DiracSmallBasisKernel.card_le_finrank_ker_add_card' depends on axioms: [propext, Classical.choice, Quot.sound]
'DiracSmallBasisKernel.exists_spurious_state' depends on axioms: [propext, Classical.choice, Quot.sound]
```

## From the two rows to the kernel

`kineticEnergy_eq_sum` and `kineticEnergy_eq_zero_iff` are the sum-of-squares step. In `freeDirac_mulVec_eq_zero_iff`, `h1` and `h2` are the two rows after division by c, obtained by evaluating the vector equation at `Sum.inl i` and `Sum.inr μ`. `h3` feeds them into the kinetic energy to get B†a = 0, and the last line of that direction gives b = 0.

`ker_freeDirac` splits an arbitrary vector into its two components and applies this equivalence. The counting theorems then combine rank–nullity and the width bound on the rank by `omega`. `exists_spurious_state` first shows that the kernel is not trivial, picks a nonzero element and reads off its large component.

## Carrying a dimension through an embedding

The kernel of D lives in a space of dimension n + m, whereas rank–nullity speaks about ker B† in a space of dimension n. `Submodule.equivMapOfInjective` connects them: for an injective linear map and a subspace, it supplies a linear equivalence between the subspace and its image. Here the map is `largeOnly`, whose injectivity `hinj` follows by reading off the large entries. Applying `.finrank_eq` to the equivalence gives equal dimensions, and `ker_freeDirac` identifies the image as the kernel of D.
